# Austin–Heine–Sham pseudopotentials preserve the valence levels of a finite matrix Hamiltonian with an invariant core space

Adding an Austin–Heine–Sham pseudopotential to a finite Hamiltonian matrix can move the core levels but leaves the valence levels unchanged, whatever functions define the pseudopotential. Their algebraic multiplicities are unchanged too, provided that a core level that coincides with a valence level is counted separately. It is enough that the core orbitals are orthonormal and span a space that the Hamiltonian maps into itself.

Many valence wavefunctions oscillate near a nucleus because they are orthogonal to core orbitals of the same angular momentum. A pseudopotential relaxes that orthogonality, and its free functions can be chosen to make the wavefunctions smoother. For a finite, one-particle Hamiltonian matrix, the results below show that this freedom can't alter the valence levels.

Let $H$ be the Hamiltonian in an orthonormal basis of $n$ functions. The $k$ columns of $C$ are core orbitals, and those of $F$ are arbitrary. The core condition is $HC=Ch$, where $h$ is the $k\times k$ core block, not Planck's constant. It is assumed here; for core orbitals taken from free atoms it is an approximation. The passage from a differential operator to a finite matrix is also left to the user.

In Lean, `n` and `k` are finite index types, and `ᴴ` is the adjoint, written $\dagger$ below.

```lean
import Mathlib

open Matrix

namespace AustinHeineSham

noncomputable section

variable {n k : Type*} [Fintype n] [Fintype k]
```

The pseudo-Hamiltonian is $K=H+CF^\dagger$, in general not Hermitian.

```lean
/-- The pseudo-Hamiltonian `H + C Fᴴ`: the columns of `C` are the core orbitals and the
columns of `F` are the functions that define the pseudopotential. -/
def pseudoHamiltonian (H : Matrix n n ℂ) (C F : Matrix n k ℂ) : Matrix n n ℂ :=
  H + C * Fᴴ
```

The shifted core block is $B=h+F^\dagger C$.

```lean
/-- The shifted core block `h + Fᴴ C`. -/
def coreBlock (h : Matrix k k ℂ) (C F : Matrix n k ℂ) : Matrix k k ℂ :=
  h + Fᴴ * C
```

The matrix $P=1-CC^\dagger$ removes core components when $C^\dagger C=1$.

```lean
variable [DecidableEq n] [DecidableEq k]

/-- The matrix `1 - C Cᴴ`, which subtracts from a wavefunction its core components when the
columns of `C` are orthonormal. -/
def orthogonaliser (C : Matrix n k ℂ) : Matrix n n ℂ :=
  1 - C * Cᴴ
```

## (a) A determinant identity without inverses

Let $AC=Ca$ over a commutative ring, and let $G$ be any $k\times n$ matrix. Show that

$$\det(A-CG)\,\det a=\det A\,\det(a-GC).$$

**Solution.** Since $-AC+Ca=0$,

$$\begin{pmatrix}A&C\\G&1\end{pmatrix}\begin{pmatrix}1&-C\\0&a\end{pmatrix}=\begin{pmatrix}A&0\\G&a-GC\end{pmatrix}.$$

The first factor equals $\begin{pmatrix}1&C\\0&1\end{pmatrix}\begin{pmatrix}A-CG&0\\G&1\end{pmatrix}$, so its determinant is $\det(A-CG)$. The other two matrices are block triangular, and taking determinants gives the claim. In the proof, `hb` is the block product and `hd` its determinant.

```lean
/-- If `A C = C a`, then `det (A - C G) det a = det A det (a - G C)`, over any commutative
ring and for singular matrices too. -/
theorem det_intertwine {R : Type*} [CommRing R] (A : Matrix n n R) (a : Matrix k k R)
    (C : Matrix n k R) (G : Matrix k n R) (hC : A * C = C * a) :
    (A - C * G).det * a.det = A.det * (a - G * C).det := by
  have e1 : A * (-C) + C * a = 0 := by
    rw [Matrix.mul_neg, hC, neg_add_cancel]
  have e2 : G * (-C) + 1 * a = a - G * C := by
    rw [Matrix.mul_neg, Matrix.one_mul]
    abel
  -- a block column operation makes the bordered matrix triangular
  have hb : fromBlocks A C G 1 * fromBlocks 1 (-C) 0 a
      = fromBlocks A 0 G (a - G * C) := by
    rw [fromBlocks_multiply, e1, e2]
    simp
  have hd := congrArg Matrix.det hb
  rwa [det_mul, det_fromBlocks_one₂₂, det_fromBlocks_zero₂₁, det_one, one_mul,
    det_fromBlocks_zero₁₂] at hd
```

## (b) Core and valence levels together

Write $p_M(x)=\det(x1-M)$ for the characteristic polynomial. Assuming only $HC=Ch$, show for every $F$ that

$$p_K\,p_h=p_H\,p_B.$$

**Solution.** The core condition gives $(x1-H)C=C(x1-h)$. Use (a) with $A=x1-H$, $a=x1-h$ and $G=F^\dagger$. Then $A-CG=x1-K$ and $a-GC=x1-B$.

Lean does this over the polynomial ring: `hint` is the core condition for the characteristic matrices, while `h1` and `h2` identify the two differences. `Polynomial.C` embeds constants and is unrelated to the orbital matrix `C`.

```lean
/-- If `H C = C h`, the spectra of the pseudo-Hamiltonian and of the core block `h` together
equal those of `H` and of the shifted core block together, for every `F`. -/
theorem charpoly_pseudoHamiltonian (H : Matrix n n ℂ) (h : Matrix k k ℂ)
    (C F : Matrix n k ℂ) (hC : H * C = C * h) :
    (pseudoHamiltonian H C F).charpoly * h.charpoly
      = H.charpoly * (coreBlock h C F).charpoly := by
  have hm : H.map Polynomial.C * C.map Polynomial.C
      = C.map Polynomial.C * h.map Polynomial.C := by
    have := congrArg (fun M => M.map Polynomial.C) hC
    simpa only [Matrix.map_mul] using this
  -- the core orbitals also intertwine the characteristic matrices
  have hint : charmatrix H * C.map Polynomial.C
      = C.map Polynomial.C * charmatrix h := by
    unfold charmatrix
    simp only [RingHom.mapMatrix_apply]
    rw [Matrix.sub_mul, Matrix.mul_sub, hm]
    congr 1
    refine Matrix.ext fun i j => ?_
    rw [scalar_apply, scalar_apply, diagonal_mul, mul_diagonal, mul_comm]
  have h1 : charmatrix (pseudoHamiltonian H C F)
      = charmatrix H - C.map Polynomial.C * Fᴴ.map Polynomial.C := by
    unfold charmatrix pseudoHamiltonian
    rw [map_add, sub_add_eq_sub_sub]
    simp only [RingHom.mapMatrix_apply, Matrix.map_mul]
  have h2 : charmatrix (coreBlock h C F)
      = charmatrix h - Fᴴ.map Polynomial.C * C.map Polynomial.C := by
    unfold charmatrix coreBlock
    rw [map_add, sub_add_eq_sub_sub]
    simp only [RingHom.mapMatrix_apply, Matrix.map_mul]
  have key := det_intertwine _ _ _ (Fᴴ.map Polynomial.C) hint
  rw [← h1, ← h2] at key
  exact key
```

## (c) One valence polynomial for every pseudopotential

Now let $C^\dagger C=1$ as well. Show that exactly one polynomial $q$ satisfies

$$p_H=p_h\,q,\qquad p_K=p_B\,q\quad\text{for all }F.$$

**Solution.** Choose $t$ with $p_h(t)\neq0$ and take $F=C(t1-h)^\dagger$. Then $F^\dagger C=t1-h$, so $B=t1$ and $p_B=(x-t)^k$. By (b), $p_h$ divides $p_H(x-t)^k$. It is coprime to $(x-t)^k$, so it divides $p_H$, which defines $q$.

For any $F$, (b) now reads $p_Kp_h=p_h\,q\,p_B$. Cancelling the nonzero $p_h$ gives the second equation, and the same cancellation in $p_H=p_hq$ gives uniqueness.

The roots of $q$ are the valence levels. In the statement `∃! q` stands before `∀ F`, so one $q$ serves all pseudopotentials; $H$ need not be Hermitian. The steps `hB`, `hcop` and `hdvd` are the special $F$, the coprimality and the division.

In the smallest case, $k=0$, there is no core: $K=H$ and $q=p_H$.

```lean
/-- For orthonormal core orbitals with `H C = C h`, there is exactly one valence polynomial `q`
that completes the core block to the spectrum of `H` and, for every `F`, completes the shifted
core block to the spectrum of the pseudo-Hamiltonian. -/
theorem valence_spectrum_preserved (H : Matrix n n ℂ) (h : Matrix k k ℂ)
    (C : Matrix n k ℂ) (hO : Cᴴ * C = 1) (hC : H * C = C * h) :
    ∃! q : Polynomial ℂ, H.charpoly = h.charpoly * q ∧
      ∀ F : Matrix n k ℂ,
        (pseudoHamiltonian H C F).charpoly = (coreBlock h C F).charpoly * q := by
  have h0 : h.charpoly ≠ 0 := (charpoly_monic h).ne_zero
  -- pick an energy t outside the core spectrum
  obtain ⟨t, ht⟩ : ∃ t, h.charpoly.eval t ≠ 0 := by
    by_contra hcon
    push Not at hcon
    exact h0 (Polynomial.funext fun r => by rw [hcon r, Polynomial.eval_zero])
  -- this F moves the whole core block to t
  have hB : coreBlock h C (C * (t • (1 : Matrix k k ℂ) - h)ᴴ) = t • 1 := by
    unfold coreBlock
    rw [conjTranspose_mul, conjTranspose_conjTranspose, Matrix.mul_assoc, hO,
      Matrix.mul_one]
    abel
  have hp : (t • (1 : Matrix k k ℂ)).charpoly
      = (Polynomial.X - Polynomial.C t) ^ Fintype.card k := by
    have hs : charmatrix (t • (1 : Matrix k k ℂ))
        = (Polynomial.X - Polynomial.C t) • (1 : Matrix k k (Polynomial ℂ)) := by
      refine Matrix.ext fun i j => ?_
      rcases eq_or_ne i j with rfl | hij
      · simp
      · simp [hij]
    unfold Matrix.charpoly
    rw [hs, det_smul, det_one, mul_one]
  have hcop : IsCoprime h.charpoly
      ((Polynomial.X - Polynomial.C t) ^ Fintype.card k) := by
    apply IsCoprime.pow_right
    apply IsCoprime.symm
    rw [(Polynomial.irreducible_X_sub_C t).coprime_iff_not_dvd,
      Polynomial.dvd_iff_isRoot]
    exact ht
  have hdvd : h.charpoly ∣ H.charpoly := by
    have key := charpoly_pseudoHamiltonian H h C (C * (t • (1 : Matrix k k ℂ) - h)ᴴ) hC
    rw [hB, hp] at key
    exact hcop.dvd_of_dvd_mul_right (key ▸ dvd_mul_left _ _)
  obtain ⟨q, hq⟩ := hdvd
  refine ⟨q, ⟨hq, fun F => ?_⟩, fun r hr => ?_⟩
  · apply mul_right_cancel₀ h0
    rw [charpoly_pseudoHamiltonian H h C F hC, hq]
    ring
  · exact mul_left_cancel₀ h0 (hr.1.symm.trans hq)
```

## (d) Orthogonalisation intertwines $K$ and $H$

Let $H$ also be Hermitian. Show that

$$HP=PK.$$

**Solution.** Here $h=C^\dagger HC$ is Hermitian, so the adjoint of $HC=Ch$ is $C^\dagger H=hC^\dagger$. Hence $HCC^\dagger=ChC^\dagger=CC^\dagger H$, and $P$ commutes with $H$. Also $PC=C-CC^\dagger C=0$. Therefore $PK=PH+PCF^\dagger=PH=HP$. These two facts are `hcomm` and `hPC`.

```lean
/-- For Hermitian `H` and orthonormal core orbitals with `H C = C h`, applying the
pseudo-Hamiltonian and then orthogonalising to the core gives the same result as orthogonalising
first and then applying `H`. -/
theorem orthogonaliser_intertwines (H : Matrix n n ℂ) (h : Matrix k k ℂ)
    (C F : Matrix n k ℂ) (hH : H.IsHermitian) (hO : Cᴴ * C = 1) (hC : H * C = C * h) :
    H * orthogonaliser C = orthogonaliser C * pseudoHamiltonian H C F := by
  have hh : h = Cᴴ * (H * C) := by
    rw [hC, ← Matrix.mul_assoc, hO, Matrix.one_mul]
  have hherm : hᴴ = h := by
    rw [hh, conjTranspose_mul, conjTranspose_mul, conjTranspose_conjTranspose, hH.eq,
      Matrix.mul_assoc]
  have hl : Cᴴ * H = h * Cᴴ := by
    have := congrArg conjTranspose hC
    rwa [conjTranspose_mul, conjTranspose_mul, hH.eq, hherm] at this
  -- the core projector commutes with H, and the orthogonaliser annihilates the core
  have hcomm : H * (C * Cᴴ) = C * Cᴴ * H := by
    rw [← Matrix.mul_assoc, hC, Matrix.mul_assoc, ← hl, Matrix.mul_assoc]
  have hPC : (1 - C * Cᴴ) * C = 0 := by
    rw [Matrix.sub_mul, Matrix.one_mul, Matrix.mul_assoc, hO, Matrix.mul_one, sub_self]
  unfold orthogonaliser pseudoHamiltonian
  rw [Matrix.mul_add, ← Matrix.mul_assoc (1 - C * Cᴴ) C, hPC, Matrix.zero_mul, add_zero,
    Matrix.mul_sub, Matrix.sub_mul, Matrix.mul_one, Matrix.one_mul, hcomm]
```

## (e) Recovering the true wavefunction

Under the conditions of (d), let $K\varphi=E\varphi$ with $\varphi\neq0$, and let $E$ not be an eigenvalue of $B$. Show that

$$P\varphi\neq0,\qquad H(P\varphi)=E\,(P\varphi).$$

**Solution.** By (d), $HP\varphi=PK\varphi=EP\varphi$. Suppose $P\varphi=0$. Then $\varphi=Ca$ with $a=C^\dagger\varphi$. Since $B=C^\dagger KC$, we get $Ba=C^\dagger K\varphi=Ea$. So $a=0$ and $\varphi=0$, a contradiction.

Hypothesis `hE` expresses the condition on $E$ by saying that $Ba=Ea$ forces $a=0$. It keeps $\varphi$ out of the core space, where $P$ gives zero. The vector $P\varphi$ still has to be normalised.

```lean
/-- Let `H` be Hermitian and the core orbitals orthonormal with `H C = C h`. A nonzero
pseudo-wavefunction whose energy `E` is not an eigenvalue of the shifted core block becomes,
after orthogonalisation to the core, a nonzero eigenvector of `H` with the same energy. -/
theorem true_wavefunction (H : Matrix n n ℂ) (h : Matrix k k ℂ) (C F : Matrix n k ℂ)
    (hH : H.IsHermitian) (hO : Cᴴ * C = 1) (hC : H * C = C * h) (E : ℂ) (φ : n → ℂ)
    (hφ : φ ≠ 0) (hK : pseudoHamiltonian H C F *ᵥ φ = E • φ)
    (hE : ∀ a : k → ℂ, coreBlock h C F *ᵥ a = E • a → a = 0) :
    orthogonaliser C *ᵥ φ ≠ 0 ∧
      H *ᵥ (orthogonaliser C *ᵥ φ) = E • (orthogonaliser C *ᵥ φ) := by
  constructor
  · intro hz
    -- otherwise φ lies in the core space and E belongs to the shifted core block
    have hcore : φ = C *ᵥ (Cᴴ *ᵥ φ) := by
      unfold orthogonaliser at hz
      rw [Matrix.sub_mulVec, Matrix.one_mulVec, ← Matrix.mulVec_mulVec] at hz
      exact sub_eq_zero.mp hz
    have hB : coreBlock h C F = Cᴴ * (pseudoHamiltonian H C F * C) := by
      unfold coreBlock pseudoHamiltonian
      rw [Matrix.add_mul, hC, Matrix.mul_assoc C, ← Matrix.mul_add, ← Matrix.mul_assoc, hO,
        Matrix.one_mul]
    have ha : Cᴴ *ᵥ φ = 0 := by
      apply hE
      rw [hB, ← Matrix.mulVec_mulVec, ← Matrix.mulVec_mulVec, ← hcore, hK,
        Matrix.mulVec_smul]
    exact hφ (by rw [hcore, ha, Matrix.mulVec_zero])
  · rw [Matrix.mulVec_mulVec, orthogonaliser_intertwines H h C F hH hO hC,
      ← Matrix.mulVec_mulVec, hK, Matrix.mulVec_smul]
```

## (f) A two-level example

Take

$$H=\begin{pmatrix}0&12\\12&7\end{pmatrix},\quad C=\begin{pmatrix}3/5\\4/5\end{pmatrix},\quad F=\begin{pmatrix}5\\0\end{pmatrix}.$$

Check that $H$ is Hermitian and that

$$C^\dagger C=1,\quad HC=16\,C,\quad B=19,\quad K\begin{pmatrix}1\\-1\end{pmatrix}=-9\begin{pmatrix}1\\-1\end{pmatrix}.$$

**Solution.** $H$ is real and symmetric, and $C^\dagger C=(9+16)/25=1$. Next, $HC=(48/5,\,64/5)^T=16\,C$ and $B=16+3=19$. Finally,

$$K=\begin{pmatrix}3&12\\16&7\end{pmatrix},$$

which is not Hermitian and sends $(1,-1)^T$ to $(-9,9)^T$.

Since $-9\neq19$, (e) applies. The normalised pseudo-wavefunction is $(1,-1)^T/\sqrt2$, and the normalised true one is $(4,-3)^T/5$. The "core" level lies above the valence level here; the algebra doesn't use their order. Lean checks the equations entry by entry.

```lean
/-- A two-level Hamiltonian with real couplings. -/
def modelH : Matrix (Fin 2) (Fin 2) ℂ := !![0, 12; 12, 7]

/-- A core orbital spread over both basis functions. -/
def modelC : Matrix (Fin 2) (Fin 1) ℂ := !![3 / 5; 4 / 5]

/-- A pseudopotential function that is not proportional to the core orbital. -/
def modelF : Matrix (Fin 2) (Fin 1) ℂ := !![5; 0]

/-- In the two-level model `H` is Hermitian, the core orbital is normalised with energy 16, the
shifted core block is 19, and `(1, -1)` is a pseudo-wavefunction of energy -9. -/
theorem true_wavefunction_witness :
    modelH.IsHermitian ∧ modelCᴴ * modelC = 1 ∧
      modelH * modelC = modelC * (!![16] : Matrix (Fin 1) (Fin 1) ℂ) ∧
      coreBlock !![16] modelC modelF = !![19] ∧
      pseudoHamiltonian modelH modelC modelF *ᵥ ![1, -1] = (-9 : ℂ) • ![1, -1] := by
  -- the numerical entries are real
  have c3 : (starRingEnd ℂ) 3 = 3 := by apply Complex.ext <;> simp
  have c4 : (starRingEnd ℂ) 4 = 4 := by apply Complex.ext <;> simp
  have c5 : (starRingEnd ℂ) 5 = 5 := by apply Complex.ext <;> simp
  refine ⟨?_, ?_, ?_, ?_, ?_⟩
  · ext i j
    fin_cases i <;> fin_cases j <;> simp [modelH]
  · ext i j
    fin_cases i
    fin_cases j
    simp [modelC, Matrix.mul_apply, Fin.sum_univ_succ, c3, c4, c5]
    norm_num
  · ext i j
    fin_cases i <;> fin_cases j <;>
      simp [modelH, modelC, Matrix.mul_apply, Fin.sum_univ_succ] <;> norm_num
  · ext i j
    fin_cases i
    fin_cases j
    simp [coreBlock, modelC, modelF, Matrix.mul_apply, Fin.sum_univ_succ, c5]
    norm_num
  · ext i
    simp only [pseudoHamiltonian, Matrix.mulVec, dotProduct, Matrix.add_apply,
      Matrix.mul_apply, Matrix.conjTranspose_apply]
    fin_cases i <;>
      simp [modelH, modelC, modelF, Fin.sum_univ_succ, c5] <;> norm_num

end

end AustinHeineSham
```

```lean
#print axioms AustinHeineSham.valence_spectrum_preserved
#print axioms AustinHeineSham.true_wavefunction
```

```
'AustinHeineSham.valence_spectrum_preserved' depends on axioms: [propext, Classical.choice, Quot.sound]
'AustinHeineSham.true_wavefunction' depends on axioms: [propext, Classical.choice, Quot.sound]
```
